# The quadratic small-wavevector form factor of finitely many collinear spins reversed by a quarter-turn

In a fit or check of magnetic scattering at long wavelengths, one may wish to replace the sum over sites by a quadratic polynomial in the wavevector with two coefficients. This step is justified for finitely many collinear spins $s_j$ at sites $r_j=(x_j,y_j)$ in a plane, if a quarter-turn about the origin carries each site to one with the opposite spin. With
$$f(q)=\sum_j s_j e^{iq\cdot r_j},\qquad A=\sum_j s_jx_j^2,\qquad B=\sum_j s_jx_jy_j,$$
the result is
$$\frac{f(tq)}{t^2}\to-\tfrac12 D(q),\qquad D(q)=A(q_x^2-q_y^2)+2Bq_xq_y,$$
as the real number $t\neq0$ tends to $0$. If $A=B=0$, the limit is zero, and $f$ either starts at a higher order or vanishes identically.

In some d-wave altermagnets the two spin sublattices are related by a quarter-turn, which may be combined with a translation. The result concerns the sum $f$ over static spins and says nothing about the spin splitting of electron bands. The full magnetic amplitude for neutrons also contains the form factor of each atom and a factor that depends on the angle between the spins and the wavevector, and $f$ leaves both out.

## Finitely many point spins along one axis

The type `ι` labels the sites and is finite. A spin is a real number, its component along a fixed axis, and it sits at a point. Extended spin densities, non-collinear order and infinite crystals lie outside this model.

```lean
import Mathlib

open Filter Topology

namespace AltermagneticFormFactor

noncomputable section

variable {ι : Type*} [Fintype ι]
```

The quarter-turn is $R(x,y)=(-y,x)$, which is anticlockwise.

```lean
/-- The rotation of the plane by a quarter-turn, `(x, y) ↦ (-y, x)`. -/
def quarterTurn (p : ℝ × ℝ) : ℝ × ℝ := (-p.2, p.1)

/-- The phase `q · p` picked up at the point `p` by a wave with wavevector `q`. -/
def phase (q p : ℝ × ℝ) : ℝ := q.1 * p.1 + q.2 * p.2

/-- The magnetic form factor `f(q) = ∑ s_j exp(i q · r_j)` of spins `s_j` at sites `r_j`. -/
def formFactor (s : ι → ℝ) (r : ι → ℝ × ℝ) (q : ℝ × ℝ) : ℂ :=
  ∑ j, (s j : ℂ) * Complex.exp ((phase q (r j) : ℂ) * Complex.I)
```

Finiteness lets every sum be relabelled and split freely, and it makes all the moments finite. For infinitely many sites, absolutely summable spins are not enough. Put four alternating spins $\pm1/n^2$ at distance $n$ along the axes, for every $n\ge1$. At $q=(t,0)$ with small $t>0$ this gives $f=-\pi t+t^2/2$, so $f/t^2$ diverges.

## A permutation that turns the sites and reverses the spins

`ReversedByQuarterTurn s r σ` says that $r_{\sigma j}=Rr_j$ and $s_{\sigma j}=-s_j$ for each $j$. Physically, rotating the sites by 90°, with each spin value carried along unchanged, gives the same sites with opposite spins.

```lean
/-- The quarter-turn carries each site `j` to the site `σ j`, which has the opposite spin. -/
def ReversedByQuarterTurn (s : ι → ℝ) (r : ι → ℝ × ℝ) (σ : Equiv.Perm ι) : Prop :=
  ∀ j, r (σ j) = quarterTurn (r j) ∧ s (σ j) = -s j
```

The coefficients are defined as plain moments, with no symmetry built in, so the shape of $D$ has to be derived.

```lean
/-- The spin-weighted second moment `A = ∑ s_j x_j²`. -/
def momentA (s : ι → ℝ) (r : ι → ℝ × ℝ) : ℝ := ∑ j, s j * (r j).1 ^ 2

/-- The spin-weighted mixed moment `B = ∑ s_j x_j y_j`. -/
def momentB (s : ι → ℝ) (r : ι → ℝ × ℝ) : ℝ := ∑ j, s j * ((r j).1 * (r j).2)

/-- The d-wave polynomial `A (q_x² - q_y²) + 2 B q_x q_y`. -/
def dWave (s : ι → ℝ) (r : ι → ℝ × ℝ) (q : ℝ × ℝ) : ℝ :=
  momentA s r * (q.1 ^ 2 - q.2 ^ 2) + 2 * momentB s r * q.1 * q.2
```

The first use of the hypothesis is a relabelling of the sum. Rotations preserve the scalar product, so $Rq\cdot r_{\sigma j}=Rq\cdot Rr_j=q\cdot r_j$, and
$$f(Rq)=\sum_j s_{\sigma j}e^{iRq\cdot r_{\sigma j}}=-\sum_j s_je^{iq\cdot r_j}=-f(q).$$
In the proof, `Equiv.sum_comp` relabels, `hp` is the equality of phases, and `(h j).2` supplies the sign.

```lean
variable {s : ι → ℝ} {r : ι → ℝ × ℝ} {σ : Equiv.Perm ι}

/-- If the quarter-turn reverses every spin, the form factor changes sign when the
wavevector is rotated by a quarter-turn. -/
theorem formFactor_quarterTurn (h : ReversedByQuarterTurn s r σ) (q : ℝ × ℝ) :
    formFactor s r (quarterTurn q) = -formFactor s r q := by
  unfold formFactor
  -- relabel the sites by the permutation
  refine (Equiv.sum_comp σ _).symm.trans ?_
  rw [← Finset.sum_neg_distrib]
  refine Finset.sum_congr rfl fun j _ => ?_
  have hp : phase (quarterTurn q) (r (σ j)) = phase q (r j) := by
    rw [(h j).1]
    simp only [phase, quarterTurn]
    ring
  rw [hp, (h j).2]
  push_cast
  ring
```

Since $R^2q=-q$, applying this twice gives $f(-q)=f(q)$. Therefore
$$f(q)=\tfrac12\bigl(f(q)+f(-q)\bigr)=\sum_j s_j\cos(q\cdot r_j),$$
which is real. The proof names the two ingredients `heven` and `hsum`, and `linear_combination` takes their half-difference.

```lean
/-- If the quarter-turn reverses every spin, the form factor is real and equals
`∑ s_j cos(q · r_j)`. -/
theorem formFactor_eq_cos (h : ReversedByQuarterTurn s r σ) (q : ℝ × ℝ) :
    formFactor s r q = ((∑ j, s j * Real.cos (phase q (r j)) : ℝ) : ℂ) := by
  -- two quarter-turns make an inversion
  have heven : formFactor s r (-q) = formFactor s r q := by
    have e : -q = quarterTurn (quarterTurn q) := by
      ext <;> simp [quarterTurn]
    rw [e, formFactor_quarterTurn h, formFactor_quarterTurn h, neg_neg]
  have hsum : formFactor s r q + formFactor s r (-q)
      = 2 * ((∑ j, s j * Real.cos (phase q (r j)) : ℝ) : ℂ) := by
    unfold formFactor
    push_cast
    rw [← Finset.sum_add_distrib, Finset.mul_sum]
    refine Finset.sum_congr rfl fun j _ => ?_
    have hp : phase (-q) (r j) = -phase q (r j) := by
      simp only [phase, Prod.fst_neg, Prod.snd_neg]
      ring
    rw [hp, Complex.ofReal_neg, Complex.exp_mul_I, Complex.exp_mul_I,
      Complex.cos_neg, Complex.sin_neg]
    ring
  linear_combination (1 / 2 : ℂ) * hsum - (1 / 2 : ℂ) * heven
```

The same relabelling applies to the moments. From $\sum_j s_j=\sum_j s_{\sigma j}=-\sum_j s_j$ the net spin is zero. Because $y_{\sigma j}=x_j$,
$$\sum_j s_jy_j^2=\sum_j s_{\sigma j}y_{\sigma j}^2=-\sum_j s_jx_j^2=-A.$$

```lean
/-- If the quarter-turn reverses every spin, the net spin vanishes and the second moments
along the two axes are opposite. -/
theorem moments (h : ReversedByQuarterTurn s r σ) :
    ∑ j, s j = 0 ∧ ∑ j, s j * (r j).2 ^ 2 = -momentA s r := by
  have hr : ∀ j, r (σ j) = quarterTurn (r j) := fun j => (h j).1
  have hs : ∀ j, s (σ j) = -s j := fun j => (h j).2
  constructor
  · have h1 := Equiv.sum_comp σ s
    simp only [hs, Finset.sum_neg_distrib] at h1
    linarith
  · have h2 := Equiv.sum_comp σ (fun j => s j * (r j).2 ^ 2)
    simp only [hs, hr, quarterTurn, neg_mul, Finset.sum_neg_distrib] at h2
    exact h2.symm
```

Each part of the hypothesis does some work:

- **The angle.** Spins $1$ and $-1$ at $(1,0)$ and $(-1,0)$ are reversed by a half-turn. Their form factor is $2i\sin q_x$, and $f(tq)/t^2$ diverges when $q_x\ne0$. It is therefore a mistake to infer a quadratic onset from zero net spin alone, since the linear term must vanish too.
- **The spin reversal.** Put a spin $-4$ at the origin and a spin $1$ at each of $(1,0),(0,1),(-1,0),(0,-1)$. The net spin is zero and the quarter-turn leaves the spins unchanged. The limit is $-(q_x^2+q_y^2)$, whereas the formula with $A=2$, $B=0$ would give $-(q_x^2-q_y^2)$.
- **The permutation.** Sites may coincide, so a map of labels that merely obeys the two equations is not enough. Take alternating unit spins at $(1,0),(0,1),(-1,0),(0,-1)$ and add a second spin $1$ at $(1,0)$. Both spins at $(1,0)$ can be sent to the one at $(0,1)$, yet the net spin is $1$ and $f(tq)/t^2$ diverges.

## Real wavevectors

The wavevector has real components, which describes a wave without damping. Each phase $u=q\cdot r_j$ is then real, and
$$\left|\cos u-1+\tfrac{u^2}{2}\right|\le\tfrac{u^4}{2}.$$
For $|u|\le1$ this follows from Taylor's theorem, which even gives $u^4/24$. For $|u|>1$, the inequality $\cos u\ge1-u^2/2$ makes the difference non-negative, and $\cos u\le1$ bounds it by $u^2/2\le u^4/2$. The proof splits into the same two cases, with `Real.cos_bound` for the first. For imaginary $u$ of large modulus the bound fails, because the cosine then grows exponentially.

```lean
/-- For every real `u`, the cosine differs from `1 - u²/2` by at most `u⁴/2`. -/
theorem cos_quartic_bound (u : ℝ) : |Real.cos u - (1 - u ^ 2 / 2)| ≤ u ^ 4 / 2 := by
  have h4 : 0 ≤ u ^ 4 := by positivity
  by_cases hu : |u| ≤ 1
  · have hb := Real.cos_bound hu
    have e : |u| ^ 4 = u ^ 4 := Even.pow_abs (by decide) u
    rw [e] at hb
    linarith
  · have h1 : 1 ≤ u ^ 2 := by nlinarith [sq_abs u, not_le.mp hu]
    have h2 : 0 ≤ u ^ 2 * (u ^ 2 - 1) := mul_nonneg (sq_nonneg u) (by linarith)
    rw [abs_le]
    constructor
    · linarith [Real.one_sub_sq_div_two_le_cos (x := u)]
    · nlinarith [Real.cos_le_one u]
```

Now write $u_j=q\cdot r_j$. The moments give
$$\sum_j s_ju_j^2=q_x^2A+2q_xq_yB+q_y^2\sum_j s_jy_j^2=D(q).$$
Together with $\sum_j s_j=0$ this yields
$$f(q)+\tfrac12D(q)=\sum_j s_j\left(\cos u_j-1+\tfrac{u_j^2}{2}\right),$$
and the triangle inequality gives
$$\left|f(q)+\tfrac12D(q)\right|\le\tfrac12\sum_j|s_j|(q\cdot r_j)^4.$$
In the proof, `hq` is the quadratic identity and `key` the splitting of the cosine sum. The bound holds at every real wavevector, though it is informative only when the phases are small.

```lean
/-- If the quarter-turn reverses every spin, then at every wavevector the form factor differs
from minus half the d-wave polynomial by at most `∑ |s_j| (q · r_j)⁴ / 2`. -/
theorem formFactor_dWave_error (h : ReversedByQuarterTurn s r σ) (q : ℝ × ℝ) :
    ‖formFactor s r q + ((dWave s r q / 2 : ℝ) : ℂ)‖
      ≤ (∑ j, |s j| * phase q (r j) ^ 4) / 2 := by
  obtain ⟨h0, hy⟩ := moments h
  have hq : ∑ j, s j * phase q (r j) ^ 2 = dWave s r q := by
    have e : ∑ j, s j * phase q (r j) ^ 2 = q.1 ^ 2 * momentA s r
        + 2 * q.1 * q.2 * momentB s r + q.2 ^ 2 * ∑ j, s j * (r j).2 ^ 2 := by
      simp only [momentA, momentB, Finset.mul_sum, ← Finset.sum_add_distrib]
      refine Finset.sum_congr rfl fun j _ => ?_
      simp only [phase]
      ring
    rw [e, hy, dWave]
    ring
  -- the zeroth and second orders of the cosine are split off
  have key : ∑ j, s j * Real.cos (phase q (r j)) + dWave s r q / 2
      = ∑ j, s j * (Real.cos (phase q (r j)) - (1 - phase q (r j) ^ 2 / 2)) := by
    have e : ∑ j, s j * (Real.cos (phase q (r j)) - (1 - phase q (r j) ^ 2 / 2))
        = ∑ j, s j * Real.cos (phase q (r j)) - ∑ j, s j
          + (∑ j, s j * phase q (r j) ^ 2) / 2 := by
      rw [Finset.sum_div, ← Finset.sum_sub_distrib, ← Finset.sum_add_distrib]
      refine Finset.sum_congr rfl fun j _ => ?_
      ring
    rw [e, h0, hq]
    ring
  rw [formFactor_eq_cos h, ← Complex.ofReal_add, Complex.norm_real, Real.norm_eq_abs, key,
    Finset.sum_div]
  refine (Finset.abs_sum_le_sum_abs _ _).trans (Finset.sum_le_sum fun j _ => ?_)
  rw [abs_mul, mul_div_assoc]
  exact mul_le_mul_of_nonneg_left (cos_quartic_bound _) (abs_nonneg _)
```

## A scale that tends to zero without reaching it

The real number $t$ shrinks the wavevector along a fixed direction. Replacing $q$ by $tq$ multiplies $D$ by $t^2$ and the error bound by $t^4$. After division by $t^2$,
$$\left|\frac{f(tq)}{t^2}+\tfrac12D(q)\right|\le\frac{t^2}{2}\sum_j|s_j|(q\cdot r_j)^4\to0.$$

The filter `𝓝[≠] 0` expresses $t\to0$ with $t\ne0$. With `𝓝 0` in its place the statement would be false whenever $D(q)\neq0$, because Lean sets the quotient at $t=0$ to zero.

In the proof, `hd` and `hC` are the two scalings, `e` puts the difference over $t^2$, and `squeeze_zero'` takes the limit.

```lean
/-- If the quarter-turn reverses every spin, then `f(tq)/t²` tends to
`-(A (q_x² - q_y²) + 2 B q_x q_y)/2` as `t` tends to zero through nonzero values. -/
theorem formFactor_small_q (h : ReversedByQuarterTurn s r σ) (q : ℝ × ℝ) :
    Tendsto (fun t : ℝ => formFactor s r (t • q) / (t : ℂ) ^ 2) (𝓝[≠] 0)
      (𝓝 ((-(momentA s r * (q.1 ^ 2 - q.2 ^ 2) + 2 * momentB s r * q.1 * q.2) / 2 : ℝ) : ℂ)) := by
  change Tendsto _ _ (𝓝 ((-(dWave s r q) / 2 : ℝ) : ℂ))
  rw [tendsto_iff_norm_sub_tendsto_zero]
  have hlim : Tendsto (fun t : ℝ => t ^ 2 * ((∑ j, |s j| * phase q (r j) ^ 4) / 2))
      (𝓝[≠] 0) (𝓝 0) := by
    have hc : Continuous (fun t : ℝ => t ^ 2 * ((∑ j, |s j| * phase q (r j) ^ 4) / 2)) := by
      fun_prop
    have h0 := hc.tendsto 0
    rw [zero_pow two_ne_zero, zero_mul] at h0
    exact h0.mono_left nhdsWithin_le_nhds
  refine squeeze_zero' (Eventually.of_forall fun t => norm_nonneg _) ?_ hlim
  filter_upwards [self_mem_nhdsWithin] with t ht
  have ht0 : t ≠ 0 := ht
  have htc : (t : ℂ) ≠ 0 := Complex.ofReal_ne_zero.mpr ht0
  have hb := formFactor_dWave_error h (t • q)
  -- the polynomial scales as t², the error as t⁴
  have hd : dWave s r (t • q) = t ^ 2 * dWave s r q := by
    simp only [dWave, Prod.smul_fst, Prod.smul_snd, smul_eq_mul]
    ring
  have hC : ∑ j, |s j| * phase (t • q) (r j) ^ 4
      = t ^ 4 * ∑ j, |s j| * phase q (r j) ^ 4 := by
    rw [Finset.mul_sum]
    refine Finset.sum_congr rfl fun j _ => ?_
    simp only [phase, Prod.smul_fst, Prod.smul_snd, smul_eq_mul]
    ring
  have e : formFactor s r (t • q) / (t : ℂ) ^ 2 - ((-(dWave s r q) / 2 : ℝ) : ℂ)
      = (formFactor s r (t • q) + ((dWave s r (t • q) / 2 : ℝ) : ℂ)) / (t : ℂ) ^ 2 := by
    rw [hd, add_div, sub_eq_add_neg]
    congr 1
    rw [eq_div_iff (pow_ne_zero 2 htc)]
    push_cast
    ring
  have ht2 : 0 < t ^ 2 := by positivity
  rw [e, norm_div, norm_pow, Complex.norm_real, Real.norm_eq_abs, sq_abs, div_le_iff₀ ht2]
  rw [hC] at hb
  linarith
```

## A zero on every quarter circle

The symmetry also has a consequence away from small $q$. For real $k$, let $g(\theta)=f(k\cos\theta,k\sin\theta)$. This function is real and, as a finite sum of cosines, continuous. Its end values satisfy
$$g(\pi/2)=f(0,k)=f(R(k,0))=-f(k,0)=-g(0).$$
By the intermediate value theorem, $g$ vanishes somewhere on $[0,\pi/2]$. The proof records the opposite end values as `hneg` and then applies `intermediate_value_uIcc`. The theorem gives no formula for the angle, which may change with $k$. Without the spin reversal there may be no zero: a single unit spin at the origin has $f=1$ everywhere.

```lean
/-- If the quarter-turn reverses every spin, the form factor vanishes exactly at some point of
the quarter circle of wavevectors `k (cos θ, sin θ)`, `0 ≤ θ ≤ π/2`, for each `k`. -/
theorem exists_node (h : ReversedByQuarterTurn s r σ) (k : ℝ) :
    ∃ θ ∈ Set.Icc 0 (Real.pi / 2), formFactor s r (k * Real.cos θ, k * Real.sin θ) = 0 := by
  let g : ℝ → ℝ := fun θ =>
    ∑ j, s j * Real.cos (phase (k * Real.cos θ, k * Real.sin θ) (r j))
  have hg : Continuous g := by
    simp only [g, phase]
    fun_prop
  -- the real form factor has opposite values at the two ends
  have hneg : g (Real.pi / 2) = -g 0 := by
    have e : quarterTurn (k * Real.cos 0, k * Real.sin 0)
        = (k * Real.cos (Real.pi / 2), k * Real.sin (Real.pi / 2)) := by
      simp [quarterTurn]
    have h1 := formFactor_quarterTurn h (k * Real.cos 0, k * Real.sin 0)
    rw [e, formFactor_eq_cos h, formFactor_eq_cos h, ← Complex.ofReal_neg] at h1
    exact Complex.ofReal_injective h1
  have hmem : (0 : ℝ) ∈ Set.uIcc (g 0) (g (Real.pi / 2)) := by
    rw [hneg, Set.mem_uIcc]
    rcases le_total (g 0) 0 with h0 | h0
    · exact Or.inl ⟨h0, by linarith⟩
    · exact Or.inr ⟨by linarith, h0⟩
  obtain ⟨θ, hθ, hz⟩ := intermediate_value_uIcc hg.continuousOn hmem
  rw [Set.uIcc_of_le (by positivity)] at hθ
  refine ⟨θ, hθ, ?_⟩
  rw [formFactor_eq_cos h]
  exact Complex.ofReal_eq_zero.mpr hz
```

## Four alternating spins as an instance

Four sites at unit distance from the origin, with alternating spins, satisfy the symmetry. The labels run from 0 to 3, and `Equiv.addRight 1` sends each to the next, cyclically.

```lean
/-- Alternating spins on four sites. -/
def plaquetteSpin : Fin 4 → ℝ := ![1, -1, 1, -1]

/-- The four sites at unit distance from the origin along the axes, in cyclic order. -/
def plaquetteSite : Fin 4 → ℝ × ℝ := ![(1, 0), (0, 1), (-1, 0), (0, -1)]

/-- On the four-site plaquette with alternating spins, the quarter-turn moves each site to the
next one and reverses its spin. -/
theorem plaquette_witness :
    ReversedByQuarterTurn plaquetteSpin plaquetteSite (Equiv.addRight 1) := by
  intro j
  fin_cases j <;> simp [plaquetteSpin, plaquetteSite, quarterTurn]
```

The sites on the $x$ axis contribute $2\cos q_x$ and those on the $y$ axis $-2\cos q_y$, so $f(q)=2(\cos q_x-\cos q_y)$. The proof expands the cosine sum over the four labels.

```lean
/-- The form factor of the four-site plaquette with alternating spins is
`2 (cos q_x - cos q_y)`. -/
theorem plaquette_formFactor (q : ℝ × ℝ) :
    formFactor plaquetteSpin plaquetteSite q
      = ((2 * (Real.cos q.1 - Real.cos q.2) : ℝ) : ℂ) := by
  rw [formFactor_eq_cos plaquette_witness]
  congr 1
  simp [Fin.sum_univ_four, phase, plaquetteSpin, plaquetteSite]
  ring

end

end AltermagneticFormFactor
```

Here $A=2$ and $B=0$, so the predicted limit is $-(q_x^2-q_y^2)$. For $q=(2,1)$ this is $-3$. At $t=0.1$,
$$\frac{f(tq)}{t^2}=\frac{2(\cos0.2-\cos0.1)}{0.01}\approx\frac{2(0.9800666-0.9950042)}{0.01}\approx-2.9875.$$
The deviation is about $0.012$. The bound allows $\tfrac12(0.1)^2(16+1+16+1)=0.17$.

```lean
#print axioms AltermagneticFormFactor.formFactor_quarterTurn
#print axioms AltermagneticFormFactor.formFactor_small_q
#print axioms AltermagneticFormFactor.exists_node
#print axioms AltermagneticFormFactor.plaquette_formFactor
```

```
'AltermagneticFormFactor.formFactor_quarterTurn' depends on axioms: [propext, Classical.choice, Quot.sound]
'AltermagneticFormFactor.formFactor_small_q' depends on axioms: [propext, Classical.choice, Quot.sound]
'AltermagneticFormFactor.exists_node' depends on axioms: [propext, Classical.choice, Quot.sound]
'AltermagneticFormFactor.plaquette_formFactor' depends on axioms: [propext, Classical.choice, Quot.sound]
```
